# Values on 2K + 1 or more grid points bound a trigonometric polynomial of degree K everywhere

## A periodic function known only on a grid

A plane-wave calculation expands the periodic part of a Bloch orbital in plane waves and can compute its values on a uniform grid in the cell. Suppose these values are small at every grid point. The function could still be large between the points, and for an arbitrary periodic function nothing prevents this. A frequency cutoff changes the situation.

Take a one-dimensional cell and scale its length to $2\pi$. Let $K \ge 0$ be the largest frequency kept, and write
$$f(x)=\sum_{m=-K}^{K} c_m e^{imx},\qquad x_j=\frac{2\pi j}{N},\quad j=0,\dots,N-1,$$
with complex coefficients $c_m$. If $N\ge 2K+1$, then for every real $x$
$$|f(x)|^2\le \frac{2K+1}{N}\sum_{j=0}^{N-1}|f(x_j)|^2 .$$
For plane-wave electronic structure, in this one-dimensional setting with a sharp cutoff, the bound turns a check on the grid into a check on the whole cell.

## Orthogonality on the grid

Let $m$ be an integer that is not a multiple of $N$, and set $\omega=e^{2\pi i m/N}$. Then $e^{imx_j}=\omega^j$, $\omega^N=1$ and $\omega\ne1$. The geometric sum gives
$$(1-\omega)\sum_{j=0}^{N-1}\omega^j=1-\omega^N=0,$$
so the wave sums to zero over the grid.

Now let $S$ be any finite set of frequencies, no two of which differ by a multiple of $N$, and let $f(x)=\sum_{m\in S}c_me^{imx}$. Expanding the square,
$$\sum_j|f(x_j)|^2=\sum_{m,n\in S}c_m\overline{c_n}\sum_j e^{i(m-n)x_j}=N\sum_{m\in S}|c_m|^2,$$
because only the terms with $m=n$ survive, and each of these contributes a factor $N$. This is the discrete Parseval identity.

## The gap as a sum of squares

Fix $x$, and write $F=f(x)$ and $M=|S|$, with $M>0$. Since $|e^{imx}|=1$,
$$\Big|c_m-\frac FM e^{-imx}\Big|^2=|c_m|^2-c_me^{imx}\frac{\overline F}{M}-\overline{c_me^{imx}}\,\frac FM+\frac{|F|^2}{M^2}.$$
Summing over $m\in S$ turns the two middle terms into $-|F|^2/M$ each and the last into $+|F|^2/M$. Multiplying by $M$,
$$M\sum_{m\in S}\Big|c_m-\frac FM e^{-imx}\Big|^2=M\sum_{m\in S}|c_m|^2-|f(x)|^2 .$$
The left side is nonnegative, so $|f(x)|^2\le M\sum_{m\in S}|c_m|^2$. By Parseval the right side equals $\frac MN\sum_j|f(x_j)|^2$.

For the band from $-K$ to $K$ we have $M=2K+1$. Two of its frequencies differ by at most $2K<N$, so their difference is a multiple of $N$ only if it is zero. This proves the bound.

## Equality and a uniform bound

Equality at $x$ makes every square vanish, so $c_m=a e^{-imx}$ with $a=F/M$. Conversely, such coefficients give $f(x)=Ma$ and $\sum_m|c_m|^2=M|a|^2$, and both sides of the bound equal $M^2|a|^2$. The extremal functions are therefore $f(y)=a\sum_{m=-K}^{K}e^{im(y-x)}$, multiples of the Dirichlet kernel centred at $x$. Taking $a\neq0$ shows that the constant $(2K+1)/N$ is sharp.

If $|f(x_j)|\le\varepsilon$ at all grid points, the grid sum is at most $N\varepsilon^2$, and hence $|f(x)|\le\sqrt{2K+1}\,\varepsilon$ everywhere. The equality result concerns the quadratic bound and does not make $\sqrt{2K+1}$ the best factor here.

## One grid point too few

Counting two points per shortest wavelength suggests $N=2K$. For $K\ge1$ this fails: the frequencies $K$ and $-K$ then differ by $N$, and $f(x)=\sin Kx$ vanishes at every point $x_j=\pi j/K$ without being zero. The extra point in $2K+1$ removes this coincidence.

## Reading the Lean statements

`wave m x` is $e^{imx}$, `gridPoint N j` is $x_j$, and `trigPoly S c x` is $f(x)$. The coefficients form a function `c : ℤ → ℂ` on all integers, but only its values on `S` enter. `band K` is the set of integers from $-K$ to $K$, and `Finset.range N` runs over $j=0,\dots,N-1$.

The general bound, `norm_sq_le_grid`, assumes $N>0$ and the absence of aliasing: if `(N : ℤ) ∣ m - n` for two members of `S`, then `m = n`. In `band_norm_sq_le_grid` that condition is derived from `2 * K + 1 ≤ N`. `band_equality_iff` characterises equality at a given `x`, and `band_norm_le_of_grid` is the uniform bound.

The statements concern exact values of a function with no component outside the chosen frequencies. They cover neither the tail removed by a cutoff, nor rounding, nor grids in two or three dimensions.

```lean
import Mathlib

open scoped ComplexConjugate

namespace GridControl

noncomputable section

/-- The plane wave `exp (i m x)` of integer frequency `m` on the circle. -/
def wave (m : ℤ) (x : ℝ) : ℂ := Complex.exp (((m : ℝ) * x : ℝ) * Complex.I)

/-- The `j`-th point `2 π j / N` of the uniform grid with `N` points. -/
def gridPoint (N j : ℕ) : ℝ := 2 * Real.pi * j / N

/-- The trigonometric polynomial with frequencies in `S` and Fourier coefficients `c`. -/
def trigPoly (S : Finset ℤ) (c : ℤ → ℂ) (x : ℝ) : ℂ := ∑ m ∈ S, c m * wave m x

/-- The band of integer frequencies from `-K` to `K`. -/
def band (K : ℕ) : Finset ℤ := Finset.Icc (-(K : ℤ)) K

/-- A plane wave times the conjugate of another is the wave of the difference frequency. -/
theorem wave_mul_conj (m n : ℤ) (x : ℝ) :
    wave m x * conj (wave n x) = wave (m - n) x := by
  unfold wave
  rw [← Complex.exp_conj, ← Complex.exp_add, map_mul, Complex.conj_ofReal, Complex.conj_I]
  congr 1
  push_cast
  ring

/-- A plane wave whose frequency is not a multiple of `N` sums to zero over the grid. -/
theorem sum_wave_grid {N : ℕ} (hN : 0 < N) (m : ℤ) (hm : ¬ (N : ℤ) ∣ m) :
    ∑ j ∈ Finset.range N, wave m (gridPoint N j) = 0 := by
  have hN' : (N : ℂ) ≠ 0 := by exact_mod_cast hN.ne'
  -- the grid values are the powers of a single phase
  have hpow : ∀ j : ℕ, wave m (gridPoint N j) = wave m (2 * Real.pi / N) ^ j := by
    intro j
    unfold wave gridPoint
    rw [← Complex.exp_nat_mul]
    congr 1
    push_cast
    ring
  have hone : wave m (2 * Real.pi / N) ^ N = 1 := by
    unfold wave
    rw [← Complex.exp_nat_mul, Complex.exp_eq_one_iff]
    exact ⟨m, by push_cast; field_simp⟩
  have hne : wave m (2 * Real.pi / N) ≠ 1 := by
    intro h
    obtain ⟨k, hk⟩ := Complex.exp_eq_one_iff.1 h
    have h3 : (m : ℂ) = N * k := by
      apply mul_right_cancel₀ Complex.two_pi_I_ne_zero
      calc (m : ℂ) * (2 * Real.pi * Complex.I)
          = N * ((((m : ℝ) * (2 * Real.pi / N) : ℝ) : ℂ) * Complex.I) := by
            push_cast
            field_simp
        _ = N * k * (2 * Real.pi * Complex.I) := by rw [hk]; ring
    exact hm ⟨k, by exact_mod_cast h3⟩
  have hg := mul_neg_geom_sum (wave m (2 * Real.pi / N)) N
  rw [hone, sub_self] at hg
  simp only [hpow]
  exact (mul_eq_zero.1 hg).resolve_left (sub_ne_zero.2 hne.symm)

/-- Discrete Parseval identity: if no two frequencies in `S` are congruent modulo `N`, the
grid sum of `|f|²` is `N` times the sum of the squared moduli of the coefficients. -/
theorem parseval_grid {N : ℕ} (hN : 0 < N) (S : Finset ℤ) (c : ℤ → ℂ)
    (hS : ∀ m ∈ S, ∀ n ∈ S, (N : ℤ) ∣ m - n → m = n) :
    ∑ j ∈ Finset.range N, ‖trigPoly S c (gridPoint N j)‖ ^ 2 = N * ∑ m ∈ S, ‖c m‖ ^ 2 := by
  have hz : ∀ z : ℂ, z * conj z = ((‖z‖ ^ 2 : ℝ) : ℂ) := by
    intro z
    rw [Complex.mul_conj, Complex.normSq_eq_norm_sq]
  have key : ∑ j ∈ Finset.range N,
      trigPoly S c (gridPoint N j) * conj (trigPoly S c (gridPoint N j))
      = N * ∑ m ∈ S, c m * conj (c m) := by
    calc _ = ∑ j ∈ Finset.range N, ∑ m ∈ S, ∑ n ∈ S,
          c m * conj (c n) * wave (m - n) (gridPoint N j) := by
          refine Finset.sum_congr rfl fun j _ => ?_
          unfold trigPoly
          rw [map_sum, Finset.sum_mul_sum]
          refine Finset.sum_congr rfl fun m _ => Finset.sum_congr rfl fun n _ => ?_
          rw [map_mul, ← wave_mul_conj]
          ring
      _ = ∑ m ∈ S, ∑ n ∈ S, c m * conj (c n) *
          ∑ j ∈ Finset.range N, wave (m - n) (gridPoint N j) := by
          rw [Finset.sum_comm]
          refine Finset.sum_congr rfl fun m _ => ?_
          rw [Finset.sum_comm]
          exact Finset.sum_congr rfl fun n _ => by rw [Finset.mul_sum]
      _ = ∑ m ∈ S, c m * conj (c m) * N := by
          -- only the diagonal terms survive the grid sum
          refine Finset.sum_congr rfl fun m hm => ?_
          rw [Finset.sum_eq_single m]
          · simp [wave]
          · intro n hn hne
            rw [sum_wave_grid hN _ (fun h => hne (hS m hm n hn h).symm), mul_zero]
          · exact fun h => absurd hm h
      _ = _ := by rw [← Finset.sum_mul, mul_comm]
  simp only [hz] at key
  exact_mod_cast key

/-- For nonempty `S`, the difference `|S| ∑ |c m|² - |f(x)|²` equals `|S|` times the sum over `m ∈
S` of the squared moduli of `c m - (f(x) / |S|) exp (-i m x)`. -/
theorem defect_identity (S : Finset ℤ) (hS : S.Nonempty) (c : ℤ → ℂ) (x : ℝ) :
    (S.card : ℝ) * ∑ m ∈ S, ‖c m - trigPoly S c x / S.card * conj (wave m x)‖ ^ 2
      = S.card * ∑ m ∈ S, ‖c m‖ ^ 2 - ‖trigPoly S c x‖ ^ 2 := by
  have hn : (S.card : ℂ) ≠ 0 := by exact_mod_cast hS.card_pos.ne'
  have hz : ∀ z : ℂ, ((‖z‖ ^ 2 : ℝ) : ℂ) = z * conj z := by
    intro z
    rw [Complex.mul_conj, Complex.normSq_eq_norm_sq]
  obtain ⟨F, hF⟩ : ∃ F, ∑ m ∈ S, c m * wave m x = F := ⟨_, rfl⟩
  have hT : trigPoly S c x = F := hF
  have hFc : ∑ m ∈ S, conj (c m * wave m x) = conj F := by rw [← hF, map_sum]
  rw [hT]
  -- expand each square, using that a plane wave has modulus one
  have hterm : ∀ m, (c m - F / S.card * conj (wave m x)) *
      conj (c m - F / S.card * conj (wave m x))
      = c m * conj (c m) - c m * wave m x * (conj F / S.card)
        - conj (c m * wave m x) * (F / S.card) + F * conj F / (S.card : ℂ) ^ 2 := by
    intro m
    have hw : wave m x * conj (wave m x) = 1 := by
      rw [wave_mul_conj]
      simp [wave]
    simp only [map_sub, map_mul, map_div₀, Complex.conj_conj, map_natCast]
    linear_combination (F * conj F / (S.card : ℂ) ^ 2) * hw
  apply Complex.ofReal_injective
  rw [Complex.ofReal_mul, Complex.ofReal_sub, Complex.ofReal_mul, Complex.ofReal_sum,
    Complex.ofReal_sum, Complex.ofReal_natCast]
  simp only [hz, hterm]
  rw [Finset.sum_add_distrib, Finset.sum_sub_distrib, Finset.sum_sub_distrib,
    ← Finset.sum_mul, ← Finset.sum_mul, hF, hFc, Finset.sum_const, nsmul_eq_mul]
  field_simp
  ring

/-- Grid values control `f` everywhere: if no two frequencies in `S` are congruent modulo `N`,
then `|f(x)|²` is at most `|S| / N` times the grid sum of `|f|²`. -/
theorem norm_sq_le_grid {N : ℕ} (hN : 0 < N) (S : Finset ℤ) (c : ℤ → ℂ)
    (hS : ∀ m ∈ S, ∀ n ∈ S, (N : ℤ) ∣ m - n → m = n) (x : ℝ) :
    ‖trigPoly S c x‖ ^ 2
      ≤ S.card / N * ∑ j ∈ Finset.range N, ‖trigPoly S c (gridPoint N j)‖ ^ 2 := by
  have hN' : (N : ℝ) ≠ 0 := by exact_mod_cast hN.ne'
  rcases S.eq_empty_or_nonempty with rfl | hne
  · simp [trigPoly]
  · rw [parseval_grid hN S c hS, ← mul_assoc, div_mul_cancel₀ _ hN']
    have h := defect_identity S hne c x
    have h0 : 0 ≤ (S.card : ℝ) *
        ∑ m ∈ S, ‖c m - trigPoly S c x / S.card * conj (wave m x)‖ ^ 2 := by positivity
    linarith

/-- The band from `-K` to `K` contains `2K + 1` frequencies. -/
theorem card_band (K : ℕ) : (band K).card = 2 * K + 1 := by
  unfold band
  rw [Int.card_Icc]
  omega

/-- On a grid of at least `2K + 1` points, no two distinct frequencies in the band from `-K`
to `K` are congruent modulo the number of points. -/
theorem band_no_alias {K N : ℕ} (hN : 2 * K + 1 ≤ N) :
    ∀ m ∈ band K, ∀ n ∈ band K, (N : ℤ) ∣ m - n → m = n := by
  intro m hm n hn ⟨k, hk⟩
  obtain ⟨h1, h2⟩ := Finset.mem_Icc.1 hm
  obtain ⟨h3, h4⟩ := Finset.mem_Icc.1 hn
  have hN' : 2 * (K : ℤ) + 1 ≤ N := by exact_mod_cast hN
  have hlt : k < 1 := by
    by_contra h
    nlinarith [not_lt.1 h]
  have hgt : -1 < k := by
    by_contra h
    nlinarith [not_lt.1 h]
  have h0 : k = 0 := by omega
  rw [h0, mul_zero] at hk
  omega

/-- For frequencies from `-K` to `K` and `N ≥ 2K + 1` grid points, `|f(x)|²` at every real `x`
is at most `(2K + 1) / N` times the grid sum of `|f|²`. -/
theorem band_norm_sq_le_grid {K N : ℕ} (hN : 2 * K + 1 ≤ N) (c : ℤ → ℂ) (x : ℝ) :
    ‖trigPoly (band K) c x‖ ^ 2 ≤ (2 * K + 1) / N *
      ∑ j ∈ Finset.range N, ‖trigPoly (band K) c (gridPoint N j)‖ ^ 2 := by
  have h := norm_sq_le_grid (by omega) (band K) c (band_no_alias hN) x
  rw [card_band] at h
  push_cast at h
  exact h

/-- For frequencies from `-K` to `K` and `N ≥ 2K + 1` grid points, `|f(x)|²` equals `(2K + 1) / N`
times the grid sum of `|f|²` exactly when the coefficients in the band are `a exp (-i m x)` with one
complex number `a` for all `m`. -/
theorem band_equality_iff {K N : ℕ} (hN : 2 * K + 1 ≤ N) (c : ℤ → ℂ) (x : ℝ) :
    ‖trigPoly (band K) c x‖ ^ 2 = (2 * K + 1) / N *
      ∑ j ∈ Finset.range N, ‖trigPoly (band K) c (gridPoint N j)‖ ^ 2
    ↔ ∃ a : ℂ, ∀ m ∈ band K, c m = a * conj (wave m x) := by
  have hN0 : 0 < N := by omega
  have hN' : (N : ℝ) ≠ 0 := by exact_mod_cast hN0.ne'
  have hne : (band K).Nonempty := Finset.card_pos.1 (by rw [card_band]; omega)
  have hcard : ((band K).card : ℝ) = 2 * K + 1 := by rw [card_band]; push_cast; ring
  have hpos : (0 : ℝ) < (band K).card := by exact_mod_cast hne.card_pos
  have hd := defect_identity (band K) hne c x
  rw [parseval_grid hN0 _ c (band_no_alias hN), ← mul_assoc, div_mul_cancel₀ _ hN', ← hcard]
  constructor
  · intro h
    -- a vanishing sum of squares forces every term to vanish
    rw [h, sub_self] at hd
    have hs := (mul_eq_zero.1 hd).resolve_left hpos.ne'
    refine ⟨trigPoly (band K) c x / (band K).card, fun m hm => ?_⟩
    have h0 := (Finset.sum_eq_zero_iff_of_nonneg (fun i _ => sq_nonneg _)).1 hs m hm
    exact sub_eq_zero.1 (norm_eq_zero.1 (pow_eq_zero_iff two_ne_zero |>.1 h0))
  · rintro ⟨a, ha⟩
    have hw : ∀ m, ‖wave m x‖ = 1 := fun m => Complex.norm_exp_ofReal_mul_I _
    have hf : trigPoly (band K) c x = (band K).card * a := by
      unfold trigPoly
      rw [← nsmul_eq_mul, ← Finset.sum_const]
      refine Finset.sum_congr rfl fun m hm => ?_
      have h1 : wave m x * conj (wave m x) = 1 := by
        rw [wave_mul_conj]
        simp [wave]
      rw [ha m hm]
      linear_combination a * h1
    have hc : ∑ m ∈ band K, ‖c m‖ ^ 2 = (band K).card * ‖a‖ ^ 2 := by
      rw [← nsmul_eq_mul, ← Finset.sum_const]
      refine Finset.sum_congr rfl fun m hm => ?_
      rw [ha m hm, norm_mul, RCLike.norm_conj, hw, mul_one]
    rw [hf, hc, norm_mul, Complex.norm_natCast]
    ring

/-- Let `f` have frequencies from `-K` to `K` only. If `|f| ≤ ε` at all `N ≥ 2K + 1` grid points,
then `|f| ≤ √(2K + 1) ε` at every real `x`. -/
theorem band_norm_le_of_grid {K N : ℕ} (hN : 2 * K + 1 ≤ N) (c : ℤ → ℂ) (ε : ℝ)
    (h : ∀ j < N, ‖trigPoly (band K) c (gridPoint N j)‖ ≤ ε) (x : ℝ) :
    ‖trigPoly (band K) c x‖ ≤ √(2 * K + 1) * ε := by
  have hN0 : 0 < N := by omega
  have hN' : (N : ℝ) ≠ 0 := by exact_mod_cast hN0.ne'
  have hε : 0 ≤ ε := (norm_nonneg _).trans (h 0 hN0)
  have hsum : ∑ j ∈ Finset.range N, ‖trigPoly (band K) c (gridPoint N j)‖ ^ 2
      ≤ N * ε ^ 2 := by
    rw [← Finset.card_range N, ← nsmul_eq_mul, Finset.card_range]
    calc _ ≤ ∑ _j ∈ Finset.range N, ε ^ 2 := Finset.sum_le_sum fun j hj =>
          pow_le_pow_left₀ (norm_nonneg _) (h j (Finset.mem_range.1 hj)) 2
      _ = _ := by simp
  have hsq : ‖trigPoly (band K) c x‖ ^ 2 ≤ (√(2 * K + 1) * ε) ^ 2 := by
    calc _ ≤ _ := band_norm_sq_le_grid hN c x
      _ ≤ (2 * K + 1) / N * (N * ε ^ 2) := mul_le_mul_of_nonneg_left hsum (by positivity)
      _ = (√(2 * K + 1) * ε) ^ 2 := by
          rw [mul_pow, Real.sq_sqrt (by positivity), ← mul_assoc, div_mul_cancel₀ _ hN']
  have hb : 0 ≤ √(2 * (K : ℝ) + 1) * ε := by positivity
  exact le_of_not_gt fun hlt => by nlinarith

end

end GridControl
```

```lean
#print axioms GridControl.band_equality_iff
-- 'GridControl.band_equality_iff' depends on axioms: [propext, Classical.choice, Quot.sound]
#print axioms GridControl.band_norm_le_of_grid
-- 'GridControl.band_norm_le_of_grid' depends on axioms: [propext, Classical.choice, Quot.sound]
```

## How the proof follows the derivation

`sum_wave_grid` writes the grid values as powers of a single phase (`hpow`), shows that its $N$-th power is one (`hone`), and excludes the phase being one (`hne`), since that would make $m$ a multiple of $N$. The geometric sum `mul_neg_geom_sum` finishes the step.

`parseval_grid` works with $z\bar z$ in the complex numbers and returns to real squared norms at the end. `wave_mul_conj` combines two waves into one of the difference frequency, `Finset.sum_comm` moves the grid sum inside, and `Finset.sum_eq_single` keeps the diagonal term.

In `defect_identity`, `hterm` is the expansion of one square; its `linear_combination` step uses that a wave has modulus one. Summation and `field_simp` with `ring` then give the identity. `norm_sq_le_grid` treats empty `S` separately, because the identity divides by $|S|$, and otherwise combines Parseval with the nonnegative defect.

For the band, `card_band` counts the frequencies. `band_no_alias` writes $m-n=Nk$ and rules out $k\ge1$ and $k\le-1$. The forward half of `band_equality_iff` uses the fact that a vanishing sum of nonnegative terms has only zero terms; the converse computes both sides. `band_norm_le_of_grid` bounds the grid sum term by term, then compares squares of nonnegative numbers. It needs no separate assumption $\varepsilon\ge0$, which follows from the bound at $j=0$.
